# Undamped shell contributions to the spin-wave stiffness do not tend to zero for long-distance RKKY exchange

The model takes the exchange with the moments on shell `n ≥ 1` in its long-distance RKKY form, cos(κn)/n³, with distance in units of the shell spacing and energy in units of the coupling strength. Each shell has population n² and its exchange is weighted by the squared distance n², so its contribution to the spin-wave stiffness is n cos(κn). The theorem says that, for every real wave number κ, these contributions do not tend to zero as n grows. The proof is by contradiction: if they did, the smaller quantities cos(κn) would tend to zero too, and so would cos(2κn), which is a subsequence of them. But the double-angle formula, cos(2κn) = 2cos²(κn) − 1, would then give cos(2κn) the limit −1.

The failing Lean file:

```lean
import Mathlib

open Filter Topology

namespace PajdaDamping

noncomputable section

/-- Long-distance form of the RKKY exchange with the moments on shell `n ≥ 1`, with oscillation wave
number `κ`, in units of the shell spacing and of the coupling strength. -/
def exchange (κ : ℝ) (n : ℕ) : ℝ := Real.cos (κ * n) / (n : ℝ) ^ 3

/-- Contribution of shell `n` to the spin-wave stiffness: shell population `n ^ 2`, times squared
distance `n ^ 2`, times exchange; the shells are `n ≥ 1`, and the term at `n = 0` is zero. -/
def stiffnessTerm (κ : ℝ) (n : ℕ) : ℝ := (n : ℝ) ^ 2 * ((n : ℝ) ^ 2 * exchange κ n)

/-- The stiffness contribution of shell `n` is `n cos (κ n)`. -/
theorem stiffnessTerm_eq (κ : ℝ) (n : ℕ) :
    stiffnessTerm κ n = n * Real.cos (κ * n) := by
  unfold stiffnessTerm exchange
  rcases Nat.eq_zero_or_pos n with h | h
  · subst h
    simp
  · have hn : (n : ℝ) ≠ 0 := by exact_mod_cast h.ne'
    field_simp

/-- For every wave number, the undamped stiffness terms do not tend to zero. -/
theorem stiffnessTerm_not_tendsto_zero (κ : ℝ) :
    ¬ Tendsto (stiffnessTerm κ) atTop (𝓝 0) := by
  intro h
  -- the cosines are bounded by the terms, so they would vanish too
  have hc : Tendsto (fun n : ℕ => Real.cos (κ * n)) atTop (𝓝 0) := by
    refine squeeze_zero_norm' ?_ (tendsto_zero_iff_norm_tendsto_zero.1 h)
    filter_upwards [eventually_ge_atTop 1] with n hn
    have h1 : (1 : ℝ) ≤ ‖(n : ℝ)‖ := by
      rw [Real.norm_natCast]
      exact_mod_cast hn
    rw [stiffnessTerm_eq, norm_mul]
    exact le_mul_of_one_le_left (norm_nonneg _) h1
  have hd : Tendsto (fun n : ℕ => 2 * n) atTop atTop :=
    tendsto_atTop_mono (fun n => by omega) tendsto_id
  have h2 : Tendsto (fun n : ℕ => Real.cos (κ * ((2 * n : ℕ) : ℝ))) atTop (𝓝 0) :=
    hc.comp hd
  -- the double-angle formula gives the same subsequence the limit -1
  have h3 : Tendsto (fun n : ℕ => Real.cos (κ * ((2 * n : ℕ) : ℝ))) atTop
      (𝓝 (2 * 0 ^ 2 - 1)) := by
    refine (((hc.pow 2).const_mul 2).sub_const 1).congr fun n => ?_
    rw [← Real.cos_two_mul]
    congr 1
    push_cast
    ring
  have h4 := tendsto_nhds_unique h2 h3
  norm_num at h4

end

end PajdaDamping
```

Compiling this gives:

```
Main.lean:41:36: error: omega could not prove the goal:
a possible counterexample may satisfy the constraints
  b ≥ 0
  a ≥ 0
  a - 2*b ≥ 1
where
 a := ↑(id n)
 b := ↑n
```

The error is in the proof that `2 * n` tends to infinity, which is needed to pass to the even shells. `tendsto_atTop_mono` derives this from a smaller function that tends to infinity, and here `tendsto_id` supplies that function as `id`. The inequality left for `omega` is therefore `id n ≤ 2 * n`, not `n ≤ 2 * n`.

`omega` does not unfold `id`. It treats `id n` as an unknown natural number unrelated to `n`, as the message shows by listing `a := ↑(id n)` and `b := ↑n` separately. Nothing then rules out `a - 2*b ≥ 1`, that is, `id n` being larger than `2 * n`.

The repair states the inequality as `show n ≤ 2 * n`. Lean accepts this in place of the original because `id n` is `n` by definition, and `omega` now has an inequality in `n` alone, which it can prove.

The mended proof, as a diff:

```diff
@@ -39,5 +39,5 @@
     exact le_mul_of_one_le_left (norm_nonneg _) h1
   have hd : Tendsto (fun n : ℕ => 2 * n) atTop atTop :=
-    tendsto_atTop_mono (fun n => by omega) tendsto_id
+    tendsto_atTop_mono (fun n => show n ≤ 2 * n by omega) tendsto_id
   have h2 : Tendsto (fun n : ℕ => Real.cos (κ * ((2 * n : ℕ) : ℝ))) atTop (𝓝 0) :=
     hc.comp hd
```
